# Summing over spin turns the closed-shell triples energy into a spatial-orbital sum with weights 4, 1, 1, −2, −2, −2

If one weight in a closed-shell perturbative triples code is wrong, the program still returns a finite energy, and nothing in the output need give the error away. Keeping the spin orbitals avoids the weights, but then every set of six spatial indices carries 64 spin assignments.

The spatial formula I have in mind is

$$\frac1{36}\sum_{\text{spin orbitals}} \frac{w\,v}{D}=\frac13\sum_{ijkabc}\frac{\left(4W^{abc}+W^{bca}+W^{cab}-2W^{acb}-2W^{bac}-2W^{cba}\right)V^{abc}}{D^{abc}},$$

where $W$ and $V$ are spatial arrays, $w$ and $v$ are their spin-orbital versions, antisymmetrised by a signed sum over the six orders of the virtual orbitals without a factor $\frac16$, and $D$ is the energy denominator. All arrays on the right also carry the occupied indices $ijk$. Can this be made rigorous and checked by machine, with every factor accounted for?

## The weights count closed spin loops

Yes. The identity holds for arbitrary real $W$ and $V$ over finite orbital sets, provided that $D$ is nonzero, independent of spin and symmetric in $a,b,c$.

Let the spin orbitals $I,J,K$ have spatial parts $i,j,k$ and spins $p,q,r$, and let $A,B,C$ have spatial parts $a,b,c$ and spins $x,y,z$. With the occupied indices understood, define

$$\begin{aligned}
w={}&W^{abc}\delta_{px}\delta_{qy}\delta_{rz}+W^{bca}\delta_{py}\delta_{qz}\delta_{rx}+W^{cab}\delta_{pz}\delta_{qx}\delta_{ry}\\
&-W^{acb}\delta_{px}\delta_{qz}\delta_{ry}-W^{bac}\delta_{py}\delta_{qx}\delta_{rz}-W^{cba}\delta_{pz}\delta_{qy}\delta_{rx},
\end{aligned}$$

and define $v$ from $V$ in the same way. The amplitudes $t$ solve $D\,t=w$, so the energy expression is $\frac1{36}\sum t\,v$.

**Spin sum.** Fix the spatial indices and multiply out $w\,v$. Each of the 36 products contains six deltas, which link the six spins into closed loops. Each loop has one free spin and contributes a factor 2.

- If both factors carry the same permutation, there are three loops, with weight $8$ and sign $+$.
- If the permutations differ by one exchange, there are two loops, with weight $4$ and sign $-$. For example, $\delta_{px}\delta_{qy}\delta_{rz}\,\delta_{px}\delta_{qz}\delta_{ry}$ forces $p=x$ and $q=y=r=z$.
- If they differ by a three-cycle, there is one loop, with weight $2$ and sign $+$.

Write $\tilde W^{abc}=4W^{abc}+W^{bca}+W^{cab}-2W^{acb}-2W^{bac}-2W^{cba}$. Collecting the terms that multiply each permuted $V$ gives

$$\sum_{pqrxyz}w\,v=2\left(\tilde W^{abc}V^{abc}+\tilde W^{bca}V^{bca}+\tilde W^{cab}V^{cab}+\tilde W^{acb}V^{acb}+\tilde W^{bac}V^{bac}+\tilde W^{cba}V^{cba}\right).$$

**Spatial sum.** Divide by $D^{abc}$. Since $D$ is symmetric, each term may be given the denominator with its own index order. Renaming the summed virtual indices then makes all six sums equal, and the prefactor is

$$\frac1{36}\cdot2\cdot6=\frac13.$$

**Sign when $V=W$.** The spin-orbital energy is now $\frac1{36}\sum w^2/D$. Take $D=\varepsilon_i+\varepsilon_j+\varepsilon_k-\eta_a-\eta_b-\eta_c$, with occupied orbital energies $\varepsilon$ and virtual orbital energies $\eta$. If every occupied level lies below every virtual one, $D$ is negative, and the energy cannot be positive. The spatial formula hides this, because it is not written as a sum of squares.

## Two small cases

With one occupied and one virtual spatial orbital, all six permuted entries coincide, and $4+1+1-2-2-2=0$. On the spin-orbital side, three virtual spin orbitals drawn from one spatial orbital must include a repeated one, so antisymmetry makes $w$ vanish.

For a nonzero energy, take occupied orbitals 1, 2 and virtual orbitals 3, 4. Set

$$W_{112}^{334}=W_{121}^{343}=W_{211}^{433}=1,$$

with all other entries zero, and let $V=W$. Occupied energies of $-1$ and virtual energies of $+1$, in arbitrary units, give $D=-6$.

In the spatial formula, $\tilde W_{112}^{334}=4-2=2$, because exchanging the two equal virtual indices returns the same entry. The other two nonzero entries behave alike, so the energy is $\frac13\cdot3\cdot2/(-6)=-\frac13$.

In spin orbitals, the contributing sets are $\{1\alpha,1\beta,2\sigma\}$ and $\{3\alpha,3\beta,4\tau\}$, with $w=\pm\delta_{\sigma\tau}$. Two choices of spin survive, each with 36 orderings, and $\frac1{36}\cdot72/(-6)=-\frac13$ again.

## The Lean file

```lean
import Mathlib

open Finset

namespace PerturbativeTriples

noncomputable section

/-- Real arrays with three occupied indices `i j k` and three virtual indices `a b c`. -/
abbrev Triples (o v : Type*) := o → o → o → v → v → v → ℝ

/-- The overlap of two spin functions: one for equal spins, zero otherwise. -/
def spinDelta (s t : Bool) : ℝ := if s = t then 1 else 0

variable {o v : Type*}

/-- The spin-orbital array of a spatial array: the signed sum over the permutations of the
virtual orbitals, each with the spin deltas of its three occupied-virtual pairs. -/
def spinOrbital (W : Triples o v) : Triples (o × Bool) (v × Bool) := fun I J K A B C =>
  W I.1 J.1 K.1 A.1 B.1 C.1 * (spinDelta I.2 A.2 * spinDelta J.2 B.2 * spinDelta K.2 C.2)
  + W I.1 J.1 K.1 B.1 C.1 A.1 * (spinDelta I.2 B.2 * spinDelta J.2 C.2 * spinDelta K.2 A.2)
  + W I.1 J.1 K.1 C.1 A.1 B.1 * (spinDelta I.2 C.2 * spinDelta J.2 A.2 * spinDelta K.2 B.2)
  - W I.1 J.1 K.1 A.1 C.1 B.1 * (spinDelta I.2 A.2 * spinDelta J.2 C.2 * spinDelta K.2 B.2)
  - W I.1 J.1 K.1 B.1 A.1 C.1 * (spinDelta I.2 B.2 * spinDelta J.2 A.2 * spinDelta K.2 C.2)
  - W I.1 J.1 K.1 C.1 B.1 A.1 * (spinDelta I.2 C.2 * spinDelta J.2 B.2 * spinDelta K.2 A.2)

/-- The spin-adapted combination of the six virtual permutations of a spatial array. -/
def adapted (W : Triples o v) : Triples o v := fun i j k a b c =>
  4 * W i j k a b c + W i j k b c a + W i j k c a b
    - 2 * W i j k a c b - 2 * W i j k b a c - 2 * W i j k c b a

/-- The triples denominator: occupied orbital energies `ε` minus virtual ones `η`. -/
def denominator (ε : o → ℝ) (η : v → ℝ) : Triples o v := fun i j k a b c =>
  ε i + ε j + ε k - η a - η b - η c

/-- The sum of a function of three virtual orbitals over all permutations of its arguments. -/
def orbit (f : v → v → v → ℝ) (a b c : v) : ℝ :=
  f a b c + f b c a + f c a b + f a c b + f b a c + f c b a

/-- The spin-orbital array changes sign when two neighbouring virtual spin orbitals are
exchanged. -/
theorem spinOrbital_antisymm (W : Triples o v) (I J K : o × Bool) (A B C : v × Bool) :
    spinOrbital W I J K B A C = -spinOrbital W I J K A B C ∧
    spinOrbital W I J K A C B = -spinOrbital W I J K A B C := by
  constructor <;> simp only [spinOrbital] <;> ring

set_option maxHeartbeats 400000 in
/-- Summing the product of two spin-orbital arrays over all spins, at fixed spatial orbitals,
gives twice the permutation sum of the spin-adapted product. -/
theorem spin_contraction (W V : Triples o v) (i j k : o) (a b c : v) :
    ∑ p, ∑ q, ∑ r, ∑ x, ∑ y, ∑ z,
      spinOrbital W (i, p) (j, q) (k, r) (a, x) (b, y) (c, z) *
        spinOrbital V (i, p) (j, q) (k, r) (a, x) (b, y) (c, z)
      = 2 * orbit (fun a b c => adapted W i j k a b c * V i j k a b c) a b c := by
  simp only [spinOrbital, spinDelta, orbit, adapted, Fintype.sum_bool, reduceCtorEq,
    ↓reduceIte, mul_one, mul_zero, add_zero, zero_add, sub_zero]
  ring

variable [Fintype o] [Fintype v]

/-- The sum of an array over all its occupied and virtual indices. -/
def total (F : Triples o v) : ℝ := ∑ i, ∑ j, ∑ k, ∑ a, ∑ b, ∑ c, F i j k a b c

/-- Summed over all virtual orbitals, the permutation sum of a function is six times the sum of the
function itself. -/
theorem sum_orbit (f : v → v → v → ℝ) :
    ∑ a, ∑ b, ∑ c, orbit f a b c = 6 * ∑ a, ∑ b, ∑ c, f a b c := by
  have cyc : ∀ g : v → v → v → ℝ,
      ∑ a, ∑ b, ∑ c, g b c a = ∑ a, ∑ b, ∑ c, g a b c := by
    intro g
    rw [Finset.sum_comm]
    exact sum_congr rfl fun _ _ => Finset.sum_comm
  have h₁ : ∑ a, ∑ b, ∑ c, f a c b = ∑ a, ∑ b, ∑ c, f a b c :=
    sum_congr rfl fun _ _ => Finset.sum_comm
  have h₂ : ∑ a, ∑ b, ∑ c, f b a c = ∑ a, ∑ b, ∑ c, f a b c := Finset.sum_comm
  have h₃ : ∑ a, ∑ b, ∑ c, f c a b = ∑ a, ∑ b, ∑ c, f a b c :=
    (cyc fun x y z => f y z x).trans (cyc f)
  have h₄ : ∑ a, ∑ b, ∑ c, f c b a = ∑ a, ∑ b, ∑ c, f a b c :=
    (cyc fun x y z => f y x z).trans h₂
  simp only [orbit, Finset.sum_add_distrib]
  linear_combination h₁ + h₂ + h₃ + h₄ + cyc f

/-- A sum over spin orbitals is a sum over spatial orbitals of a sum over spins. -/
theorem total_spin (F : Triples (o × Bool) (v × Bool)) :
    total F = total fun i j k a b c => ∑ p, ∑ q, ∑ r, ∑ x, ∑ y, ∑ z,
      F (i, p) (j, q) (k, r) (a, x) (b, y) (c, z) := by
  -- a single spin sum moves past the spatial sums to its right
  have m₅ : ∀ g : Bool → o → o → v → v → v → ℝ,
      ∑ s, ∑ j, ∑ k, ∑ a, ∑ b, ∑ c, g s j k a b c
        = ∑ j, ∑ k, ∑ a, ∑ b, ∑ c, ∑ s, g s j k a b c := by
    intro g
    simp only [Fintype.sum_bool, Finset.sum_add_distrib]
  have m₄ : ∀ g : Bool → o → v → v → v → ℝ,
      ∑ s, ∑ k, ∑ a, ∑ b, ∑ c, g s k a b c = ∑ k, ∑ a, ∑ b, ∑ c, ∑ s, g s k a b c := by
    intro g
    simp only [Fintype.sum_bool, Finset.sum_add_distrib]
  have m₃ : ∀ g : Bool → v → v → v → ℝ,
      ∑ s, ∑ a, ∑ b, ∑ c, g s a b c = ∑ a, ∑ b, ∑ c, ∑ s, g s a b c := by
    intro g
    simp only [Fintype.sum_bool, Finset.sum_add_distrib]
  have m₂ : ∀ g : Bool → v → v → ℝ,
      ∑ s, ∑ b, ∑ c, g s b c = ∑ b, ∑ c, ∑ s, g s b c := by
    intro g
    simp only [Fintype.sum_bool, Finset.sum_add_distrib]
  have m₁ : ∀ g : Bool → v → ℝ, ∑ s, ∑ c, g s c = ∑ c, ∑ s, g s c :=
    fun _ => Finset.sum_comm
  -- split off the spin orbitals one at a time, from the outside in
  simp only [total]
  rw [Fintype.sum_prod_type]
  refine sum_congr rfl fun i _ => ?_
  refine Eq.trans ?_ (m₅ _)
  refine sum_congr rfl fun p _ => ?_
  rw [Fintype.sum_prod_type]
  refine sum_congr rfl fun j _ => ?_
  refine Eq.trans ?_ (m₄ _)
  refine sum_congr rfl fun q _ => ?_
  rw [Fintype.sum_prod_type]
  refine sum_congr rfl fun k _ => ?_
  refine Eq.trans ?_ (m₃ _)
  refine sum_congr rfl fun r _ => ?_
  rw [Fintype.sum_prod_type]
  refine sum_congr rfl fun a _ => ?_
  refine Eq.trans ?_ (m₂ _)
  refine sum_congr rfl fun x _ => ?_
  rw [Fintype.sum_prod_type]
  refine sum_congr rfl fun b _ => ?_
  refine Eq.trans ?_ (m₁ _)
  refine sum_congr rfl fun y _ => ?_
  exact Fintype.sum_prod_type _

/-- Spin adaptation of the triples energy: for a nonzero `D` symmetric in the virtual indices, and
amplitudes `t` solving `D t = w` with `w` the spin-orbital array of `W`, the spin-orbital energy
expression equals a sum over spatial orbitals only. -/
theorem spin_adapted_triples (W V D : Triples o v)
    (hD : ∀ i j k a b c, D i j k a b c ≠ 0)
    (hs : ∀ i j k a b c, D i j k b a c = D i j k a b c ∧ D i j k a c b = D i j k a b c)
    (t : Triples (o × Bool) (v × Bool))
    (ht : ∀ I J K A B C,
      D I.1 J.1 K.1 A.1 B.1 C.1 * t I J K A B C = spinOrbital W I J K A B C) :
    1 / 36 * total (fun I J K A B C => t I J K A B C * spinOrbital V I J K A B C)
      = 1 / 3 * total (fun i j k a b c =>
          adapted W i j k a b c * V i j k a b c / D i j k a b c) := by
  -- the spin sum at fixed spatial orbitals
  have hspin : ∀ i j k a b c, ∑ p, ∑ q, ∑ r, ∑ x, ∑ y, ∑ z,
      t (i, p) (j, q) (k, r) (a, x) (b, y) (c, z) *
        spinOrbital V (i, p) (j, q) (k, r) (a, x) (b, y) (c, z)
      = 2 * orbit (fun a b c => adapted W i j k a b c * V i j k a b c) a b c
          / D i j k a b c := by
    intro i j k a b c
    rw [← spin_contraction]
    simp only [Finset.sum_div]
    refine sum_congr rfl fun p _ => sum_congr rfl fun q _ => sum_congr rfl fun r _ =>
      sum_congr rfl fun x _ => sum_congr rfl fun y _ => sum_congr rfl fun z _ => ?_
    rw [eq_div_iff (hD i j k a b c)]
    linear_combination spinOrbital V (i, p) (j, q) (k, r) (a, x) (b, y) (c, z) *
      ht (i, p) (j, q) (k, r) (a, x) (b, y) (c, z)
  -- relabelling the virtual orbitals collapses the six permutations
  have hvirt : ∀ i j k, ∑ a, ∑ b, ∑ c,
      2 * orbit (fun a b c => adapted W i j k a b c * V i j k a b c) a b c / D i j k a b c
      = 2 * (6 * ∑ a, ∑ b, ∑ c,
          adapted W i j k a b c * V i j k a b c / D i j k a b c) := by
    intro i j k
    rw [← sum_orbit fun a b c => adapted W i j k a b c * V i j k a b c / D i j k a b c]
    simp only [Finset.mul_sum]
    refine sum_congr rfl fun a _ => sum_congr rfl fun b _ => sum_congr rfl fun c _ => ?_
    have d₁ := (hs i j k a b c).1
    have d₂ := (hs i j k a b c).2
    have d₃ : D i j k b c a = D i j k a b c := (hs i j k b a c).2.trans d₁
    have d₄ : D i j k c a b = D i j k a b c := (hs i j k a c b).1.trans d₂
    have d₅ : D i j k c b a = D i j k a b c := (hs i j k b c a).1.trans d₃
    simp only [orbit, d₁, d₂, d₃, d₄, d₅]
    ring
  rw [total_spin]
  simp only [total, hspin, hvirt, ← Finset.mul_sum]
  ring

/-- With `V = W` and occupied orbital energies below the virtual ones, the spin-adapted
triples energy is never positive. -/
theorem triples_energy_nonpos (W : Triples o v) (ε : o → ℝ) (η : v → ℝ)
    (gap : ∀ i a, ε i < η a) :
    1 / 3 * total (fun i j k a b c =>
      adapted W i j k a b c * W i j k a b c / denominator ε η i j k a b c) ≤ 0 := by
  have hD : ∀ i j k a b c, denominator ε η i j k a b c < 0 := by
    intro i j k a b c
    unfold denominator
    linarith [gap i a, gap j b, gap k c]
  -- return to spin orbitals, where the energy is a sum of squares over negative denominators
  rw [← spin_adapted_triples W W (denominator ε η) (fun i j k a b c => (hD i j k a b c).ne)
    (fun i j k a b c => by constructor <;> simp only [denominator] <;> ring)
    (fun I J K A B C => spinOrbital W I J K A B C / denominator ε η I.1 J.1 K.1 A.1 B.1 C.1)
    (fun I J K A B C => mul_div_cancel₀ _ (hD I.1 J.1 K.1 A.1 B.1 C.1).ne)]
  refine mul_nonpos_of_nonneg_of_nonpos (by norm_num) ?_
  refine sum_nonpos fun I _ => sum_nonpos fun J _ => sum_nonpos fun K _ =>
    sum_nonpos fun A _ => sum_nonpos fun B _ => sum_nonpos fun C _ => ?_
  beta_reduce
  rw [div_mul_eq_mul_div]
  exact div_nonpos_of_nonneg_of_nonpos (mul_self_nonneg _) (hD _ _ _ _ _ _).le

end

end PerturbativeTriples
```

```lean
#print axioms PerturbativeTriples.spinOrbital_antisymm
#print axioms PerturbativeTriples.spin_adapted_triples
#print axioms PerturbativeTriples.triples_energy_nonpos
```

```
'PerturbativeTriples.spinOrbital_antisymm' depends on axioms: [propext, Classical.choice, Quot.sound]
'PerturbativeTriples.spin_adapted_triples' depends on axioms: [propext, Classical.choice, Quot.sound]
'PerturbativeTriples.triples_energy_nonpos' depends on axioms: [propext, Classical.choice, Quot.sound]
```

## What the theorems say

`Triples o v` is the type of real arrays with three occupied and three virtual indices. Here `o` and `v` are the types of the occupied and virtual orbitals, so this `v` is not the array $v$. The index order is that of the formulas above: `W i j k b c a` is $W_{ijk}^{bca}$. A spin orbital is an element of `o × Bool` or `v × Bool`, a pair whose first component is the spatial orbital and whose second is the spin. `spinOrbital W` is $w$, `adapted W` is $\tilde W$, and `total` sums over all six indices without ordering restrictions.

The main theorem, `spin_adapted_triples`, has three hypotheses.

- `hD` says that no denominator vanishes. For a denominator built from orbital energies, a zero would mean that the three occupied and the three virtual energies have equal sums, and $D\,t=w$ would no longer fix the amplitude.
- `hs` says that $D$ is unchanged when neighbouring virtual indices are exchanged, which generates all permutations. Denominators built from orbital energies satisfy this.
- `ht` is the amplitude equation $D\,t=w$. Its $D$ sees only spatial indices, which expresses the closed-shell assumption that both spins share the same orbital energies.

`triples_energy_nonpos` uses the orbital-energy `denominator` and the hypothesis `gap`, which places every occupied level below every virtual one. It covers only $V=W$; for different arrays the theorem gives no sign. In CCSD(T), $V$ is $W$ plus a term containing the single-excitation amplitudes, so the theorem does not fix the sign of that correction.

The arrays are inputs: the file does not derive them from integrals and cluster amplitudes. `spinOrbital_antisymm` establishes antisymmetry in the virtual indices. Antisymmetry in the occupied indices follows if $W$ is unchanged when whole index columns, such as $(i,a)$ and $(j,b)$, are exchanged. The energy identity does not need this property.

For electronic-structure codes, the identity justifies evaluating a closed-shell triples correction of this form over spatial orbitals alone, for real arrays in a finite orbital basis.

## How the proof follows the derivation

`spin_contraction` is the spin sum. Instead of counting loops, `simp` expands the 64 spin assignments and evaluates the deltas, and `ring` compares the resulting polynomials. The right-hand side uses `orbit`, the sum over the six orders of $a,b,c$.

`sum_orbit` is the relabelling step. It exchanges finite sums to show that each permuted sum equals the original, then adds the six. `total_spin` separates each spin-orbital sum into a spatial and a spin sum, and moves the spin sums inward one at a time.

In the main proof, `hspin` combines the amplitude equation with `spin_contraction`: multiplying `ht` by the matching entry of $v$ turns $t\,v$ into $w\,v/D$. Next, `hvirt` derives the remaining permutations of $D$ from the two exchanges in `hs` and applies `sum_orbit`. The final `ring` collects the factors into $\frac13$.

For the sign result, the main theorem is rewritten from right to left with $t=w/D$. This returns the energy to spin orbitals, where each term is a square divided by a negative number.
